# Some combination of finitely many real vectors has the same overlaps with them as any given vector

Take the rows of a real matrix `A` as a finite family of vectors with finitely many components, which need be neither normalised nor linearly independent. The lemma `exists_gram` says that for every real vector `x` some combination `Aᵀ *ᵥ y` of these rows has the same overlap with each row as `x` has, where an overlap is the plain real inner product, not divided by any norms. In matrix terms, the equation A Aᵀ y = A x always has a solution y, even when the overlap matrix A Aᵀ is singular. The attempt shows that the range of A Aᵀ lies inside the range of A, uses the equality of their ranks to conclude that the two ranges coincide, and then reads off y from the fact that A x lies in the range of A.

The first attempt, which Lean rejects:

```lean
import Mathlib

open Matrix Filter Topology

namespace ExistsGram

noncomputable section

variable {m p : Type*} [Fintype m] [Fintype p]

private lemma exists_gram {a b : Type*} [Fintype a] [Fintype b] (A : Matrix a b ℝ)
    (x : b → ℝ) : ∃ y, A *ᵥ (Aᵀ *ᵥ y) = A *ᵥ x := by
  have hle : LinearMap.range (A * Aᵀ).mulVecLin ≤ LinearMap.range A.mulVecLin := by
    rintro _ ⟨y, rfl⟩
    exact ⟨Aᵀ *ᵥ y, by simp [Matrix.mulVec_mulVec]⟩
  have heq := Submodule.eq_of_le_of_finrank_eq hle (Matrix.rank_self_mul_transpose A)
  have hx : A *ᵥ x ∈ LinearMap.range (A * Aᵀ).mulVecLin := by
    rw [heq]
    exact ⟨x, rfl⟩
  obtain ⟨y, hy⟩ := hx
  exact ⟨y, by rw [Matrix.mulVec_mulVec]; exact hy⟩

end

end ExistsGram
```

Messages:

```
Main.lean:15:20: error: unsolved goals
a : Type u_3
b : Type u_4
inst✝¹ : Fintype a
inst✝ : Fintype b
A : Matrix a b ℝ
x : b → ℝ
y : a → ℝ
⊢ (A * Aᵀ) *ᵥ y = A *ᵥ y ᵥ* A
```

The error comes from the inclusion of ranges, where Lean must check that applying `A` to `Aᵀ *ᵥ y` gives the same vector as applying `A * Aᵀ` to `y`. This is true, but `simp` rewrote the two sides into different forms and could not close the goal. On the left, the supplied lemma `Matrix.mulVec_mulVec` merged the two successive products into `(A * Aᵀ) *ᵥ y`. On the right, where the product matrix appeared as a linear map, `simp` split it into two steps and wrote the transposed step as the row-vector product `y ᵥ* A`, leaving `A *ᵥ y ᵥ* A`. The sides are still equal, but `simp` had no further rewrite that made them match.

The repair drops `simp` and gives `Matrix.mulVec_mulVec y A Aᵀ` directly as the proof. That lemma states exactly the required equality, once the linear maps are unfolded to matrix-vector products, which Lean does by definition when checking the term.

The mended proof, as a diff:

```diff
@@ -13,5 +13,5 @@
   have hle : LinearMap.range (A * Aᵀ).mulVecLin ≤ LinearMap.range A.mulVecLin := by
     rintro _ ⟨y, rfl⟩
-    exact ⟨Aᵀ *ᵥ y, by simp [Matrix.mulVec_mulVec]⟩
+    exact ⟨Aᵀ *ᵥ y, Matrix.mulVec_mulVec y A Aᵀ⟩
   have heq := Submodule.eq_of_le_of_finrank_eq hle (Matrix.rank_self_mul_transpose A)
   have hx : A *ᵥ x ∈ LinearMap.range (A * Aᵀ).mulVecLin := by
```
